# Parallel, perpendicular and powder susceptibility of the mean-field antiferromagnet

To speak of limits in the temperature $T$, the sublattice magnetisation $m$ of a mean-field antiferromagnet must be a function of $T$. For two-level moments in zero field, with $m$ in units of its saturation value, $k_B=1$ and a coupling energy $J$ that includes the number of neighbours, it is given only implicitly by $m=\tanh(Jm/T)$, an equation that $m=0$ also solves. The formal statement defines $m$ as a chosen positive root and proves that for $0<T<J$ exactly one such root exists.

```lean
import Mathlib

open Real Set Filter Topology

namespace NeelSusceptibility

noncomputable section

/-- `m` is a positive solution of the mean-field equation `m = tanh (J m / T)`. -/
def IsOrderParam (J T m : ℝ) : Prop := 0 < m ∧ m = tanh (J * m / T)

/-- Sublattice magnetisation: a chosen positive solution of the mean-field equation if one exists, and an unspecified real number otherwise. -/
def sublatticeMag (J T : ℝ) : ℝ := Classical.epsilon (IsOrderParam J T)

/-- Parallel susceptibility `(1 - m²) / (T + J (1 - m²))`. -/
def chiPar (J T : ℝ) : ℝ :=
  (1 - sublatticeMag J T ^ 2) / (T + J * (1 - sublatticeMag J T ^ 2))

/-- Perpendicular susceptibility `1 / (2 J)`. -/
def chiPerp (J : ℝ) : ℝ := 1 / (2 * J)

/-- Powder average `(χ∥ + 2 χ⊥) / 3`. -/
def chiPowder (J T : ℝ) : ℝ := (chiPar J T + 2 * chiPerp J) / 3

/-- The derivative of `tanh` is `1 - tanh²`. -/
theorem hasDerivAt_tanh' (x : ℝ) : HasDerivAt tanh (1 - tanh x ^ 2) x := by
  have hc := (cosh_pos x).ne'
  have e : tanh = fun y => sinh y / cosh y := funext tanh_eq_sinh_div_cosh
  rw [tanh_eq_sinh_div_cosh, e]
  refine ((hasDerivAt_sinh x).fun_div (hasDerivAt_cosh x) hc).congr_deriv ?_
  field_simp

/-- For `x > 0` and `t = tanh x`: `0 < t`, `0 < 1 - t²`, `x² (1 - t²) < t²`, `t + t³/3 ≤ x`. -/
theorem tanh_bounds {x : ℝ} (hx : 0 < x) : 0 < tanh x ∧ 0 < 1 - tanh x ^ 2 ∧
    x ^ 2 * (1 - tanh x ^ 2) < tanh x ^ 2 ∧ tanh x + tanh x ^ 3 / 3 ≤ x := by
  have hc := cosh_pos x
  have hs : x < sinh x := self_lt_sinh_iff.2 hx
  have e : 1 - tanh x ^ 2 = 1 / cosh x ^ 2 := by
    rw [tanh_eq_sinh_div_cosh]; field_simp; linarith [cosh_sq x]
  refine ⟨?_, ?_, ?_, ?_⟩
  · rw [tanh_eq_sinh_div_cosh]; exact div_pos (hx.trans hs) hc
  · rw [e]; positivity
  · rw [e, tanh_eq_sinh_div_cosh, div_pow, mul_one_div]
    exact div_lt_div_of_pos_right (by nlinarith) (by positivity)
  · -- the difference vanishes at 0 and has derivative tanh⁴
    have hd : ∀ y : ℝ, HasDerivAt (fun y => y - (tanh y + tanh y ^ 3 / 3)) (tanh y ^ 4) y := by
      intro y
      refine ((hasDerivAt_id' y).fun_sub ((hasDerivAt_tanh' y).fun_add
        (((hasDerivAt_tanh' y).fun_pow 3).div_const 3))).congr_deriv ?_
      ring
    have hm : Monotone (fun y : ℝ => y - (tanh y + tanh y ^ 3 / 3)) :=
      monotone_of_deriv_nonneg (fun y => (hd y).differentiableAt)
        (fun y => by rw [(hd y).deriv]; positivity)
    have := hm hx.le
    simp only [tanh_zero] at this
    linarith

/-- For `0 < T < J` the sublattice magnetisation is a positive solution of the mean-field
equation, and it is the only one. -/
theorem sublatticeMag_spec {J T : ℝ} (hT : 0 < T) (hTJ : T < J) :
    IsOrderParam J T (sublatticeMag J T) ∧
      ∀ m, IsOrderParam J T m → m = sublatticeMag J T := by
  have hJ : 0 < J := hT.trans hTJ
  have hct : Continuous tanh :=
    continuous_iff_continuousAt.2 fun x => (hasDerivAt_tanh' x).continuousAt
  -- existence: `r x - tanh x` changes sign between `1 - r` and `1 / r`
  have hex : ∀ r : ℝ, 0 < r → r < 1 → ∃ x, 0 < x ∧ r * x = tanh x := by
    intro r h0 h1
    have ha : 0 < 1 - r := by linarith
    have hb : 1 < r⁻¹ := (one_lt_inv₀ h0).2 h1
    obtain ⟨ta, -, ta3, -⟩ := tanh_bounds ha
    obtain ⟨tb, tb2, -, -⟩ := tanh_bounds (inv_pos.2 h0)
    have k0 : 0 ≤ 1 + r - r ^ 2 * (1 - r) := by nlinarith [mul_pos h0 ha, pow_pos h0 3]
    have k1 : r ^ 2 * (1 + (1 - r) ^ 2) ≤ 1 := by nlinarith [mul_nonneg ha.le k0]
    have k2 : (r * (1 - r)) ^ 2 * (1 + (1 - r) ^ 2) < tanh (1 - r) ^ 2 * (1 + (1 - r) ^ 2) := by
      nlinarith [mul_le_mul_of_nonneg_left k1 (sq_nonneg (1 - r))]
    have k3 : r * (1 - r) < tanh (1 - r) :=
      lt_of_pow_lt_pow_left₀ 2 ta.le (lt_of_mul_lt_mul_right k2 (by positivity))
    have hz : (0 : ℝ) ∈ Icc (r * (1 - r) - tanh (1 - r)) (r * r⁻¹ - tanh r⁻¹) :=
      ⟨by linarith, by rw [mul_inv_cancel₀ h0.ne']; nlinarith⟩
    have hf : Continuous fun x : ℝ => r * x - tanh x :=
      (continuous_const.mul continuous_id).sub hct
    obtain ⟨x, hx, hfx⟩ :=
      intermediate_value_Icc (show 1 - r ≤ r⁻¹ by linarith) hf.continuousOn hz
    exact ⟨x, ha.trans_le hx.1, sub_eq_zero.1 hfx⟩
  obtain ⟨x, hx, hxe⟩ := hex (T / J) (div_pos hT hJ) ((div_lt_one hJ).2 hTJ)
  have hroot : IsOrderParam J T (T / J * x) := by
    refine ⟨by positivity, ?_⟩
    have : J * (T / J * x) / T = x := by field_simp
    rw [this, hxe]
  have hm : IsOrderParam J T (sublatticeMag J T) := Classical.epsilon_spec ⟨_, hroot⟩
  -- uniqueness: `tanh x / x` is strictly decreasing
  have hd : ∀ y : ℝ, 0 < y → HasDerivAt (fun y => tanh y / y)
      (((1 - tanh y ^ 2) * y - tanh y * 1) / y ^ 2) y := fun y hy =>
    (hasDerivAt_tanh' y).fun_div (hasDerivAt_id' y) hy.ne'
  have hanti : StrictAntiOn (fun y => tanh y / y) (Ioi 0) := by
    refine strictAntiOn_of_deriv_neg (convex_Ioi 0)
      (fun y hy => (hd y hy).continuousAt.continuousWithinAt) (fun y hy => ?_)
    rw [interior_Ioi] at hy
    have hy' : 0 < y := hy
    obtain ⟨t1, t2, t3, -⟩ := tanh_bounds hy'
    have : (1 - tanh y ^ 2) * y < tanh y := lt_of_pow_lt_pow_left₀ 2 t1.le (by
      nlinarith [mul_nonneg (mul_nonneg (sq_nonneg y) t2.le) (sq_nonneg (tanh y))])
    rw [(hd y hy').deriv]
    exact div_neg_of_neg_of_pos (by linarith) (by positivity)
  have key : ∀ m, IsOrderParam J T m → tanh (J * m / T) / (J * m / T) = T / J := by
    intro m h
    have := h.1.ne'
    rw [← h.2]; field_simp
  refine ⟨hm, fun m h => ?_⟩
  have e := hanti.injOn (mem_Ioi.2 (div_pos (mul_pos hJ h.1) hT))
    (mem_Ioi.2 (div_pos (mul_pos hJ hm.1) hT)) ((key _ h).trans (key _ hm).symm)
  exact h.2.trans ((congrArg tanh e).trans hm.2.symm)

/-- For `0 < T < J`: `0 < 1 - m² < (T/J)²` and `m² ≤ 3 (J/T - 1)`. -/
theorem sublatticeMag_bounds {J T : ℝ} (hT : 0 < T) (hTJ : T < J) :
    0 < 1 - sublatticeMag J T ^ 2 ∧ 1 - sublatticeMag J T ^ 2 < (T / J) ^ 2 ∧
      sublatticeMag J T ^ 2 ≤ 3 * (J / T - 1) := by
  have hJ : 0 < J := hT.trans hTJ
  obtain ⟨⟨hm, he⟩, -⟩ := sublatticeMag_spec hT hTJ
  generalize sublatticeMag J T = m at hm he ⊢
  obtain ⟨-, h2, h3, h4⟩ := tanh_bounds (div_pos (mul_pos hJ hm) hT)
  rw [← he] at h2 h3 h4
  have e : (J * m / T) ^ 2 * (T / J) ^ 2 = m ^ 2 := by field_simp
  have e' : J * m / T = m * (J / T) := by ring
  have h5 : m * m ^ 2 ≤ m * (3 * (J / T - 1)) := by rw [e'] at h4; nlinarith
  exact ⟨h2, lt_of_mul_lt_mul_left (h3.trans_eq e.symm) (sq_nonneg _),
    le_of_mul_le_mul_left h5 hm⟩

/-- For `0 < T < J` and `m = sublatticeMag J T`: if sublattice moments `a`, `b` solve `a = tanh((h - J b)/T)`, `b = tanh((h - J a)/T)` near
`h = 0`, equal `m`, `-m` at `h = 0` and have slopes `a'`, `b'` at `h = 0`, then `(a' + b')/2 = χ∥`. -/
theorem chiPar_response {J T a' b' : ℝ} {a b : ℝ → ℝ} (hT : 0 < T) (hTJ : T < J)
    (ha : HasDerivAt a a' 0) (hb : HasDerivAt b b' 0)
    (hA : ∀ᶠ h in 𝓝 (0 : ℝ), a h = tanh ((h - J * b h) / T))
    (hB : ∀ᶠ h in 𝓝 (0 : ℝ), b h = tanh ((h - J * a h) / T))
    (ha0 : a 0 = sublatticeMag J T) (hb0 : b 0 = -sublatticeMag J T) :
    (a' + b') / 2 = chiPar J T := by
  have hJ : 0 < J := hT.trans hTJ
  -- differentiate one mean-field equation
  have key : ∀ (f g : ℝ → ℝ) (f' g' : ℝ), HasDerivAt f f' 0 → HasDerivAt g g' 0 →
      (∀ᶠ h in 𝓝 (0 : ℝ), f h = tanh ((h - J * g h) / T)) →
      T * f' = (1 - f 0 ^ 2) * (1 - J * g') := by
    intro f g f' g' hf hg he
    have hi : HasDerivAt (fun h : ℝ => (h - J * g h) / T) ((1 - J * g') / T) 0 :=
      ((hasDerivAt_id' (0 : ℝ)).fun_sub (hg.const_mul J)).div_const T
    have d := HasDerivAt.comp (0 : ℝ) (hasDerivAt_tanh' _) hi
    have e0 : f 0 = tanh ((0 - J * g 0) / T) := he.self_of_nhds
    have e1 : f' = (1 - f 0 ^ 2) * ((1 - J * g') / T) := by
      rw [e0]; exact hf.unique (d.congr_of_eventuallyEq he)
    rw [e1]; field_simp
  have ea := key a b a' b' ha hb hA
  have eb := key b a b' a' hb ha hB
  rw [ha0] at ea
  rw [hb0, neg_sq] at eb
  have hu := (sublatticeMag_bounds hT hTJ).1
  unfold chiPar
  rw [eq_div_iff (add_pos hT (mul_pos hJ hu)).ne']
  linear_combination ea / 2 + eb / 2

/-- Canted moments `(x, z)`, `(-x, z)` with `x ≠ 0` and `J ≠ 0` in the field `(0, h)`: if the effective
field `(0, h) - J (-x, z)` is a multiple of `(x, z)`, then `z = χ⊥ h`. -/
theorem chiPerp_canting {J h x z c : ℝ} (hJ : J ≠ 0) (hx : x ≠ 0)
    (hB : ((0, h) : ℝ × ℝ) - J • (-x, z) = c • (x, z)) : z = chiPerp J * h := by
  have h0 : 0 - J * (-x) = c * x := congrArg Prod.fst hB
  have h1 : h - J * z = c * z := congrArg Prod.snd hB
  have hc : c = J := mul_right_cancel₀ hx (by linarith)
  rw [hc] at h1
  unfold chiPerp
  field_simp
  linarith

/-- For `0 < T < J` the parallel susceptibility is smaller than the perpendicular one. -/
theorem chiPar_lt_chiPerp {J T : ℝ} (hT : 0 < T) (hTJ : T < J) : chiPar J T < chiPerp J := by
  have hJ : 0 < J := hT.trans hTJ
  obtain ⟨h1, h2, -⟩ := sublatticeMag_bounds hT hTJ
  have r0 := div_pos hT hJ
  have r1 := (div_lt_one hJ).2 hTJ
  have h3 : 1 - sublatticeMag J T ^ 2 < T / J := by nlinarith
  rw [lt_div_iff₀ hJ] at h3
  unfold chiPar chiPerp
  rw [div_lt_div_iff₀ (add_pos hT (mul_pos hJ h1)) (by positivity)]
  nlinarith

/-- For `0 < J` the parallel susceptibility tends to `0` as `T → 0⁺`. -/
theorem chiPar_tendsto_zero {J : ℝ} (hJ : 0 < J) : Tendsto (chiPar J) (𝓝[>] 0) (𝓝 0) := by
  have hg : Tendsto (fun T : ℝ => T / J ^ 2) (𝓝 0) (𝓝 0) :=
    Continuous.tendsto' (by fun_prop) 0 0 (by simp)
  refine squeeze_zero' ?_ ?_ (hg.mono_left nhdsWithin_le_nhds)
  · filter_upwards [Ioo_mem_nhdsGT hJ] with T hT
    have h1 := (sublatticeMag_bounds hT.1 hT.2).1
    exact (div_pos h1 (add_pos hT.1 (mul_pos hJ h1))).le
  · filter_upwards [Ioo_mem_nhdsGT hJ] with T hT
    obtain ⟨h1, h2, -⟩ := sublatticeMag_bounds hT.1 hT.2
    have h0 := hT.1.ne'
    calc chiPar J T ≤ (T / J) ^ 2 / T :=
          div_le_div₀ (sq_nonneg _) h2.le hT.1 (by linarith [mul_pos hJ h1])
      _ = T / J ^ 2 := by field_simp

/-- For `0 < J` the parallel susceptibility tends to `1 / (2 J)` as `T → J⁻`. -/
theorem chiPar_tendsto_neel {J : ℝ} (hJ : 0 < J) :
    Tendsto (chiPar J) (𝓝[<] J) (𝓝 (1 / (2 * J))) := by
  have hc : ContinuousAt (fun T : ℝ => 3 * (J / T - 1)) J := by
    fun_prop (disch := exact hJ.ne')
  have hg := hc.tendsto
  simp only [div_self hJ.ne', sub_self, mul_zero] at hg
  -- the order parameter vanishes at the transition
  have hm : Tendsto (fun T => sublatticeMag J T ^ 2) (𝓝[<] J) (𝓝 0) := by
    refine squeeze_zero' (Eventually.of_forall fun _ => sq_nonneg _) ?_
      (hg.mono_left nhdsWithin_le_nhds)
    filter_upwards [Ioo_mem_nhdsLT hJ] with T hT
    exact (sublatticeMag_bounds hT.1 hT.2).2.2
  have hT : Tendsto (fun T : ℝ => T) (𝓝[<] J) (𝓝 J) := tendsto_id'.2 nhdsWithin_le_nhds
  have hu := hm.const_sub 1
  have e : 1 / (2 * J) = (1 - 0) / (J + J * (1 - 0)) := by congr 1 <;> ring
  rw [e]
  exact hu.div (hT.add (hu.const_mul J)) (ne_of_gt (by linarith))

/-- For `0 < J` the powder susceptibility tends to `1/(3J)` as `T → 0⁺` and to `1/(2J)` as `T → J⁻`, and
the ratio of these limits is `2/3`. -/
theorem chiPowder_ratio {J : ℝ} (hJ : 0 < J) :
    Tendsto (chiPowder J) (𝓝[>] 0) (𝓝 (1 / (3 * J))) ∧
      Tendsto (chiPowder J) (𝓝[<] J) (𝓝 (1 / (2 * J))) ∧
      (1 / (3 * J)) / (1 / (2 * J)) = 2 / 3 := by
  have h0 := ((chiPar_tendsto_zero hJ).add_const (2 * chiPerp J)).div_const 3
  have h1 := ((chiPar_tendsto_neel hJ).add_const (2 * chiPerp J)).div_const 3
  have e0 : (0 + 2 * chiPerp J) / 3 = 1 / (3 * J) := by unfold chiPerp; ring
  have e1 : (1 / (2 * J) + 2 * chiPerp J) / 3 = 1 / (2 * J) := by unfold chiPerp; ring
  rw [e0] at h0
  rw [e1] at h1
  exact ⟨h0, h1, by field_simp⟩

end

end NeelSusceptibility
```

```lean
#print axioms NeelSusceptibility.chiPar_response
#print axioms NeelSusceptibility.chiPerp_canting
#print axioms NeelSusceptibility.chiPar_lt_chiPerp
#print axioms NeelSusceptibility.chiPowder_ratio
```

```
'NeelSusceptibility.chiPar_response' depends on axioms: [propext, Classical.choice, Quot.sound]
'NeelSusceptibility.chiPerp_canting' depends on axioms: [propext, Classical.choice, Quot.sound]
'NeelSusceptibility.chiPar_lt_chiPerp' depends on axioms: [propext, Classical.choice, Quot.sound]
'NeelSusceptibility.chiPowder_ratio' depends on axioms: [propext, Classical.choice, Quot.sound]
```

## The model and its definitions

The lattice splits into two sublattices A and B with moments per site $m_A$, $m_B$, normalised so that saturation is $1$. Temperature, applied field $h$ and coupling $J$ are all energies ($k_B=1$, and $J$ absorbs the number of neighbours). A moment on A feels the effective field $h-Jm_B$, and a two-level moment responds with a hyperbolic tangent:
$$m_A=\tanh\frac{h-Jm_B}{T},\qquad m_B=\tanh\frac{h-Jm_A}{T}.$$
At $h=0$ the staggered state $m_A=m$, $m_B=-m$ reduces both equations to $m=\tanh(Jm/T)$.

`IsOrderParam J T m` is this equation together with $m>0$. `sublatticeMag J T` uses `Classical.epsilon` to pick a real number with that property if there is one. For $T\ge J$ no positive root exists and the chosen number is unspecified, which is why the theorems about $m$ carry $0<T<J$ and the limits are taken from inside that interval. With $u=1-m^2$, the definitions `chiPar`, `chiPerp` and `chiPowder` read
$$\chi_\parallel=\frac{u}{T+Ju},\qquad \chi_\perp=\frac1{2J},\qquad \chi_{\rm p}=\frac{\chi_\parallel+2\chi_\perp}{3}.$$
They are susceptibilities per site, for a field along the staggered axis, across it, and averaged over orientations. Because $h$ is an energy and the moments are normalised to $1$, the susceptibility in physical units is obtained by multiplying with the square of the saturation moment per site. The weights $1/3$ and $2/3$ are the angular averages of $\cos^2\theta$ and $\sin^2\theta$, with $\theta$ the angle between field and axis; they enter by definition.

## What the theorems state

For $0<T<J$, `sublatticeMag_spec` gives existence and uniqueness of $m$, `sublatticeMag_bounds` gives $0<u<(T/J)^2$ and $m^2\le 3(J/T-1)$, and `chiPar_lt_chiPerp` gives $\chi_\parallel<\chi_\perp$. For $J>0$, `chiPar_tendsto_zero` and `chiPar_tendsto_neel` give $\chi_\parallel\to0$ as $T\to0^+$ (the filter `𝓝[>] 0`) and $\chi_\parallel\to1/(2J)$ as $T\to J^-$ (the filter `𝓝[<] J`). `chiPowder_ratio` gives $\chi_{\rm p}\to1/(3J)$ and $\chi_{\rm p}\to1/(2J)$ in the same limits; its third clause is the arithmetic statement that these two numbers have ratio $2/3$.

Two further theorems tie the definitions to the model. In `chiPar_response` the functions `a` and `b` are $m_A(h)$ and $m_B(h)$. They are assumed to solve the two equations for all $h$ near $0$, to equal $m$ and $-m$ at $h=0$, and to have derivatives $a'$, $b'$ there. The conclusion is $(a'+b')/2=\chi_\parallel$. That such a differentiable branch exists is a hypothesis. In `chiPerp_canting` the moments are plane vectors $(x,z)$ on A and $(-x,z)$ on B, the first component along the staggered axis and the second along the field $(0,h)$. The symmetric canted shape, $x\ne0$, and collinearity of the A moment with its effective field are assumed, and the conclusion $z=\chi_\perp h$ holds for any such $h$, with no temperature and only $J\neq0$. The exchange is isotropic and no anisotropy energy appears, so the staggered axis is simply taken as given in both geometries. The paramagnetic side $T>J$ and spins with more than two levels are not treated.

The ratio $2/3$ compares the powder susceptibility in the limit $T\to0^+$ with its value at the transition. It is the molecular-field result for a collinear two-sublattice spin-½ antiferromagnet, in a one-parameter model that leaves out spin waves, zero-point fluctuations and short-range order.

## The two response formulas

`hasDerivAt_tanh'` applies the quotient rule to $\sinh/\cosh$ and gives $\tanh'=1-\tanh^2$. Differentiating the two equations at $h=0$, where $m_A^2=m_B^2=m^2$,
$$Ta'=u\,(1-Jb'),\qquad Tb'=u\,(1-Ja').$$
Half the sum is $T\chi=u\,(1-J\chi)$ with $\chi=(a'+b')/2$, so $\chi=u/(T+Ju)$. In Lean the auxiliary `key` does the chain rule once for a general pair `f`, `g`, using uniqueness of the derivative, and is applied in both orders; `linear_combination ea / 2 + eb / 2` is the half sum.

For the canted state, collinearity $(0,h)-J(-x,z)=c\,(x,z)$ with a real factor $c$ has components $Jx=cx$ and $h-Jz=cz$. These are `h0` and `h1`. Since $x\ne0$, the first gives $c=J$, and the second becomes $h=2Jz$.

## Bounds on the hyperbolic tangent

`tanh_bounds` collects four facts for an argument $x>0$ (no longer the canting component), with $t=\tanh x$. From $\sinh x>x>0$ comes $t>0$, and $1-t^2=1/\cosh^2x>0$. Dividing $x^2<\sinh^2x$ by $\cosh^2x$ gives
$$x^2(1-t^2)<t^2.$$
For the last fact let $g(y)=y-\tanh y-\tfrac13\tanh^3y$. Writing $s=\tanh y$,
$$g'(y)=1-(1-s^2)-s^2(1-s^2)=s^4\ge0,$$
and $g(0)=0$, so $t+t^3/3\le x$. The proof obtains this from `monotone_of_deriv_nonneg`.

## Existence and uniqueness of the root

Put $r=T/J\in(0,1)$ and $x=Jm/T$, so that $m=rx$ and the equation reads $rx=\tanh x$. The function $rx-\tanh x$ is continuous. At $x=1/r$ it equals $1-\tanh(1/r)>0$. At $x=\alpha=1-r$ the third bound rearranges to $\alpha^2<\tanh^2\!\alpha\,(1+\alpha^2)$, and
$$1-r^2(1+\alpha^2)=(1-r)\,\bigl[1+r-r^2(1-r)\bigr]\ge0,$$
which is the content of `k0` and `k1`. Hence $(r\alpha)^2(1+\alpha^2)\le\alpha^2<\tanh^2\!\alpha\,(1+\alpha^2)$, which is `k2`, and $r\alpha<\tanh\alpha$, which is `k3`. The function changes sign on $[1-r,\,1/r]$, `intermediate_value_Icc` supplies a root $x>0$, and `Classical.epsilon_spec` transfers the property to the chosen number.

Every positive root satisfies $\tanh x/x=T/J$; this is the `key` of that proof. The derivative of $\tanh y/y$ is $[(1-s^2)y-s]/y^2$. Because $0<1-s^2\le1$, one has $y^2(1-s^2)^2\le y^2(1-s^2)<s^2$, so the numerator is negative for $y>0$. The function is strictly decreasing (`hanti`), hence injective, so two roots share the same $x$ and the same $m=\tanh x$.

## The inequality and the limits

Apply the bounds at $x=Jm/T$, where $\tanh x=m$. The third gives $(Jm/T)^2u<m^2$, that is $u<(T/J)^2$. The fourth gives $m+m^3/3\le Jm/T$, and division by $m>0$ yields $m^2\le3(J/T-1)$.

Clearing the positive denominators, $\chi_\parallel<1/(2J)$ is equivalent to $2Ju<T+Ju$, that is $Ju<T$. This holds because $u<(T/J)^2<T/J$, the step `h3` in `chiPar_lt_chiPerp`.

As $T\to0^+$ both numerator and denominator of $\chi_\parallel$ vanish, so $m\to1$ alone does not settle the limit. Written as $\chi_\parallel=1/(T/u+J)$, the formula shows that $u$ has to vanish faster than $T$. The quadratic bound does this:
$$0\le\chi_\parallel\le\frac{(T/J)^2}{T}=\frac{T}{J^2}\to0.$$
The proof uses `squeeze_zero'`, with `Ioo_mem_nhdsGT hJ` restricting $T$ to $(0,J)$, where the bounds apply.

As $T\to J^-$, $0\le m^2\le3(J/T-1)\to0$, again by squeezing (`hm`). Then $u\to1$ and $T+Ju\to2J\neq0$, and the limit of the quotient is $1/(2J)$. Adding the constant $2\chi_\perp=1/J$ and dividing by $3$ gives
$$\chi_{\rm p}\to\frac{0+1/J}{3}=\frac1{3J},\qquad \chi_{\rm p}\to\frac{1/(2J)+1/J}{3}=\frac1{2J},$$
and $\dfrac{1/(3J)}{1/(2J)}=\dfrac23$.

## The trivial root

If the condition `0 < m` were left out of `IsOrderParam`, the choice operator could return $m=0$. Then $u=1$ and the formula for $\chi_\parallel$ becomes $1/(T+J)$, which exceeds $1/(2J)$ for $0<T<J$ and tends to $1/J$ as $T\to0^+$. Neither the inequality nor the low-temperature limit could then be proved, while the limit at $T=J$ would be unaffected, so a check at the transition alone would not reveal the omission.

## In a numerical calculation

The same trap appears in code: the iteration $m\leftarrow\tanh(Jm/T)$ started at $m=0$ stays there. The existence argument provides a bracket that excludes the trivial root, since bisection of $rx-\tanh x$ on $[1-r,\,1/r]$ converges to the positive one. At $T=J/2$ this gives $m\approx0.9575$, $u\approx0.083$ and $\chi_\parallel\approx0.143/J$, against $\chi_\perp=0.5/J$; these figures are ordinary floating-point arithmetic and come from no theorem above. A finite-difference estimate solves the two coupled equations at a small $\pm h$ starting from $(m,-m)$ and differences $(m_A+m_B)/2$, which approximates the quantity in `chiPar_response`. At low temperature $m$ rounds to $1$ and $1-m^2$ loses its digits by cancellation, so $u$ is better evaluated as $1/\cosh^2(Jm/T)$, the identity `e` in `tanh_bounds`.
